# A closed form for the s-wave matrix element of a square-well pseudopotential

An electron in a crystal is scattered by ions whose core region has a complicated true potential. An empirical pseudopotential replaces it by a simple function with a few adjustable parameters. If s-like electrons need a correction that other angular momenta don't, a simple choice is a square well that acts only on the s-wave part of the wavefunction: it has constant strength $A$ (an energy, of either sign) out to a radius $R$, and is zero beyond. To set up the Hamiltonian in plane waves, one needs the matrix element of this well between waves of wave numbers $a$ and $b$. For distinct positive $a$ and $b$ it has an elementary closed form, which contains the quotient $\sin((a-b)R)/(a-b)$. Different plane waves often have equal wave numbers, and there the quotient becomes $0/0$. What is the matrix element then, and does the formula approach it?

## From plane waves to a radial integral

The s-wave part of a plane wave $e^{i\mathbf k\cdot\mathbf r}$ is its average over directions, $j_0(kr)$, where $k=|\mathbf k|$ and $j_0$ is the spherical Bessel function

$$j_0(x)=\frac{\sin x}{x}\quad(x\neq 0),\qquad j_0(0)=1.$$

For plane waves normalised in a volume $\Omega$ that contains one such well, centred at the origin, the matrix element is

$$\frac{4\pi}{\Omega}\int_0^\infty V(r)\,j_0(ar)\,j_0(br)\,r^2\,dr,$$

with $V(r)=A$ for $r\le R$ and $V(r)=0$ for $r>R$. The well cuts the integral off at $R$, which leaves $4\pi A/\Omega$ times the overlap

$$I(a,b)=\int_0^R j_0(ar)\,j_0(br)\,r^2\,dr=\int_0^R\frac{\sin(ar)\sin(br)}{ab}\,dr ,$$

where the second form holds for nonzero $a$ and $b$, because $x\,j_0(x)=\sin x$ for every $x$.

## Integrating the product of two sines

Take $a,b>0$. The addition formulas for the cosine give

$$\sin(ar)\sin(br)=\tfrac12\bigl[\cos((a-b)r)-\cos((a+b)r)\bigr].$$

Each term is an integral of $\cos(cr)$. For $c\neq0$ it equals $\sin(cR)/c=R\,j_0(cR)$. For $c=0$ the integrand is 1 and the integral is $R=R\,j_0(0)$. The expression $R\,j_0(cR)$ is therefore right in both cases, and

$$I(a,b)=\frac{R\,\bigl[j_0((a-b)R)-j_0((a+b)R)\bigr]}{2ab},$$

whether or not $a$ and $b$ are equal. If they are distinct, both Bessel functions can be written as quotients:

$$I(a,b)=\frac{1}{2ab}\left[\frac{\sin((a-b)R)}{a-b}-\frac{\sin((a+b)R)}{a+b}\right].$$

If they are equal, the first Bessel function is 1, and

$$I(a,a)=\frac{1}{2a^2}\left[R-\frac{\sin(2aR)}{2a}\right]=\frac{1}{a^2}\left[\frac R2-\frac{\sin(2aR)}{4a}\right].$$

The limit $b\to a$ needs no expansion. Since $j_0$ is continuous at the origin, the expression in terms of $j_0$ is continuous in $b$ at $b=a$. The off-diagonal formula agrees with it for $b\neq a$, and so tends to $I(a,a)$.

Two special cases follow. If $b=0$, the second wave is the constant 1, and integration by parts gives

$$I(a,0)=\frac1a\int_0^R r\sin(ar)\,dr=\frac1a\left[-\frac{R\cos(aR)}{a}+\frac{\sin(aR)}{a^2}\right]=\frac{\sin(aR)-aR\cos(aR)}{a^3}.$$

If $a\neq b$ are positive and both waves have a node at the edge of the well, $\sin(aR)=\sin(bR)=0$, then

$$\sin((a\pm b)R)=\sin(aR)\cos(bR)\pm\cos(aR)\sin(bR)=0,$$

and the overlap vanishes. These are the s-states of a particle confined to a sphere of radius $R$. For $R>0$ the diagonal formula reduces at a node to $R/(2a^2)$, so the normalised radial function is $a\sqrt{2/R}\,j_0(ar)$.

## The well and its integrals in Lean

```lean
import Mathlib

open Real Filter Topology

namespace SquareWellPseudopotential

noncomputable section
```

All quantities are real numbers. Mathlib's `sinc` is $\sin x/x$ with the value 1 at the origin, without the factor $\pi$ used in signal processing, so it is exactly $j_0$.

```lean
/-- The square-well potential of strength `A` and radius `R`, as a function of the radius. -/
def squareWell (A R : ℝ) : ℝ → ℝ := (Set.Iic R).indicator (fun _ => A)
```

The potential is an indicator function: it has the value `A` on all numbers up to and including `R`, and 0 above. The set also contains negative numbers, which are never reached, because the matrix element integrates over positive radii only.

```lean
/-- The overlap inside radius `R` of the s-waves `j₀(a r)` and `j₀(b r)`,
with radial weight `r²`; here `j₀` is the function `sinc`. -/
def sOverlap (R a b : ℝ) : ℝ := ∫ r in (0 : ℝ)..R, sinc (a * r) * sinc (b * r) * r ^ 2
```

`sOverlap R a b` is $I(a,b)$, with the radius now written as an argument. Because it is defined through `sinc` and not through $\sin(ar)\sin(br)/(ab)$, it has its physical meaning at zero wave number too.

```lean
/-- The radial s-wave matrix element of the square well between wave numbers `a` and `b`. -/
def wellElement (A R a b : ℝ) : ℝ :=
  ∫ r in Set.Ioi (0 : ℝ), squareWell A R r * (sinc (a * r) * sinc (b * r) * r ^ 2)
```

`wellElement A R a b` is the radial matrix element over the half-line $r>0$. It has the dimension of energy times volume; multiplication by $4\pi/\Omega$ gives the matrix element between normalised plane waves. The formal development starts from this radial integral, so the angular average and the prefactor belong to the derivation above. The model has one electron, a sharp-edged well and only the s channel, and $A$ and $R$ are parameters to be fitted, not derived from the atom.

## Trading quotients for the Bessel function

```lean
/-- The s-wave `j₀(x)` multiplied by `x` is `sin x`, also at the origin. -/
theorem mul_sinc_eq_sin (x : ℝ) : x * sinc x = sin x := by
  rcases eq_or_ne x 0 with rfl | h
  · simp
  · rw [Real.sinc_of_ne_zero h, mul_div_cancel₀ _ h]
```

This is the identity $x\,j_0(x)=\sin x$. The proof separates $x=0$, where both sides vanish, from $x\neq0$, where the factor $x$ cancels.

```lean
/-- For nonzero `c`, the quotient `sin(cR)/c` is `R j₀(cR)`. -/
theorem sin_div_eq {c : ℝ} (hc : c ≠ 0) (R : ℝ) : sin (c * R) / c = R * sinc (c * R) := by
  rw [div_eq_iff hc, ← mul_sinc_eq_sin (c * R)]
  ring
```

Dividing by $c$ gives $\sin(cR)/c=R\,j_0(cR)$. The hypothesis $c\neq0$ is needed: Lean assigns the value 0 to a division by zero, whereas the right-hand side at $c=0$ is $R$. The later proofs use this lemma in both directions, to pass between the form with quotients and the form that is regular at $a=b$.

```lean
/-- The integral of `cos(c r)` from `0` to `R` is `R j₀(cR)` for every `c`. -/
theorem integral_cos_wave (c R : ℝ) :
    ∫ r in (0 : ℝ)..R, cos (c * r) = R * sinc (c * R) := by
  rcases eq_or_ne c 0 with rfl | hc
  · simp
  · have hd : ∀ r ∈ Set.uIcc 0 R,
        HasDerivAt (fun x : ℝ => sin (c * x) / c) (cos (c * r)) r := by
      intro r _
      have h1 : HasDerivAt (fun x : ℝ => c * x) c r := by
        simpa using (hasDerivAt_id' r).const_mul c
      exact (h1.sin.div_const c).congr_deriv (mul_div_cancel_right₀ _ hc)
    have hi : Continuous fun r : ℝ => cos (c * r) := by fun_prop
    rw [intervalIntegral.integral_eq_sub_of_hasDerivAt hd (hi.intervalIntegrable _ _),
      sin_div_eq hc R, mul_zero, sin_zero, zero_div, sub_zero]
```

The integral of the cosine follows the two cases of the derivation. At $c=0$ the integrand is constant. Otherwise `hd` verifies that $\sin(cx)/c$ has derivative $\cos(cx)$, and the fundamental theorem of calculus evaluates the integral at the two ends, where the lower end contributes nothing.

## One formula for equal and different wave numbers

```lean
/-- One formula for the overlap at all nonzero wave numbers, equal or different. -/
theorem sOverlap_eq_sinc {a b : ℝ} (ha : a ≠ 0) (hb : b ≠ 0) (R : ℝ) :
    sOverlap R a b = R * (sinc ((a - b) * R) - sinc ((a + b) * R)) / (2 * a * b) := by
  -- the product of two s-waves is a difference of cosines
  have key : ∀ r : ℝ, sinc (a * r) * sinc (b * r) * r ^ 2
      = (cos ((a - b) * r) - cos ((a + b) * r)) / (2 * a * b) := by
    intro r
    rw [eq_div_iff (mul_ne_zero (mul_ne_zero two_ne_zero ha) hb), sub_mul a b r,
      add_mul a b r, cos_sub, cos_add, ← mul_sinc_eq_sin (a * r), ← mul_sinc_eq_sin (b * r)]
    ring
  have h1 : Continuous fun r : ℝ => cos ((a - b) * r) := by fun_prop
  have h2 : Continuous fun r : ℝ => cos ((a + b) * r) := by fun_prop
  simp only [sOverlap, key]
  rw [intervalIntegral.integral_div, intervalIntegral.integral_sub
    (h1.intervalIntegrable _ _) (h2.intervalIntegrable _ _),
    integral_cos_wave, integral_cos_wave]
  ring
```

The theorem states

$$I(a,b)=\frac{R\,[j_0((a-b)R)-j_0((a+b)R)]}{2ab}$$

for all nonzero $a$ and $b$, with no condition that they differ. The step `key` is the product-to-sum formula: it clears the denominator $2ab$, expands the two cosines with `cos_sub` and `cos_add`, and replaces each sine by its argument times `sinc`, after which both sides are the same polynomial expression. The rest splits the integral of the difference into two and applies `integral_cos_wave` to each. `R` may be any real number here; for negative `R` the integral from 0 to `R` carries the usual sign.

```lean
/-- The diagonal overlap, for two equal nonzero wave numbers. -/
theorem sOverlap_diag {a : ℝ} (ha : a ≠ 0) (R : ℝ) :
    sOverlap R a a = (R / 2 - sin (2 * a * R) / (4 * a)) / a ^ 2 := by
  have h := sin_div_eq (mul_ne_zero two_ne_zero ha) R
  rw [sOverlap_eq_sinc ha ha, sub_self, zero_mul, Real.sinc_zero, ← two_mul a, mul_sub, ← h]
  ring
```

Setting $b=a$ turns the first `sinc` into 1. The second has argument $2aR$ and is converted back into $\sin(2aR)/(2a)$ by the equation `h`. The result is the exact overlap at equal wave numbers, obtained from the integral itself and not as a limit.

## The matrix element between distinct wave numbers

```lean
/-- The square-well matrix element between distinct positive wave numbers, in closed form. -/
theorem wellElement_eq {R a b : ℝ} (A : ℝ) (hR : 0 ≤ R) (ha : 0 < a) (hb : 0 < b)
    (hab : a ≠ b) :
    wellElement A R a b =
      A * ((sin ((a - b) * R) / (a - b) - sin ((a + b) * R) / (a + b)) / (2 * a * b)) := by
  -- the well cuts the half-line off at its radius
  have hcut : wellElement A R a b = A * sOverlap R a b := by
    have key : ∀ r : ℝ, squareWell A R r * (sinc (a * r) * sinc (b * r) * r ^ 2)
        = (Set.Iic R).indicator (fun r => A * (sinc (a * r) * sinc (b * r) * r ^ 2)) r := by
      intro r
      simp only [squareWell, Set.indicator]
      split_ifs <;> simp
    simp only [wellElement, key]
    rw [MeasureTheory.setIntegral_indicator measurableSet_Iic, Set.Ioi_inter_Iic,
      ← intervalIntegral.integral_of_le hR, intervalIntegral.integral_const_mul, sOverlap]
  rw [hcut, sOverlap_eq_sinc ha.ne' hb.ne', sin_div_eq (sub_ne_zero.mpr hab),
    sin_div_eq (add_pos ha hb).ne', mul_sub]
```

In words: for a well of any real strength `A` and radius $R\ge0$, and for distinct positive wave numbers, the radial matrix element is `A` times the closed form with quotients. Positivity ensures that $a$, $b$ and $a+b$ are all nonzero, and `hab` does the same for $a-b$. At $R=0$ the well has no extent and both sides are zero.

The intermediate claim `hcut` is the step in which the well cuts off the integral. The product of potential and waves is rewritten as an indicator function, the half-line $r>0$ is intersected with $r\le R$, and what remains is the integral from 0 to $R$ with the constant `A` taken out. This is where $R\ge0$ is used. The last rewriting inserts the overlap formula on the left and turns both quotients on the right into `sinc` terms, after which the two sides agree.

In a plane-wave calculation with this one-electron model well, the wave numbers are the lengths $|\mathbf k+\mathbf G|$ and $|\mathbf k+\mathbf G'|$, where $\mathbf k$ is the Bloch wave vector and $\mathbf G$, $\mathbf G'$ are reciprocal lattice vectors. Equal nonzero lengths then call for the diagonal formula, or for the form in terms of $j_0$, which covers equal and different nonzero lengths alike. If both lengths are zero, the integrand of the overlap is just $r^2$, and the overlap is $R^3/3$.

## The limit of equal wave numbers

```lean
/-- As `b` tends to `a`, the off-diagonal closed form tends to the diagonal one. -/
theorem tendsto_diag {a : ℝ} (ha : 0 < a) (R : ℝ) :
    Tendsto (fun b : ℝ =>
      (sin ((a - b) * R) / (a - b) - sin ((a + b) * R) / (a + b)) / (2 * a * b))
      (𝓝[≠] a) (𝓝 ((R / 2 - sin (2 * a * R) / (4 * a)) / a ^ 2)) := by
  have h1 : Continuous fun b : ℝ => sinc ((a - b) * R) :=
    Real.continuous_sinc.comp (by fun_prop : Continuous fun b : ℝ => (a - b) * R)
  have h2 : Continuous fun b : ℝ => sinc ((a + b) * R) :=
    Real.continuous_sinc.comp (by fun_prop : Continuous fun b : ℝ => (a + b) * R)
  have h3 : Continuous fun b : ℝ => 2 * a * b := by fun_prop
  -- the formula in terms of `sinc` is continuous through `b = a`
  have hg : ContinuousAt (fun b : ℝ =>
      R * (sinc ((a - b) * R) - sinc ((a + b) * R)) / (2 * a * b)) a :=
    ContinuousAt.div (continuous_const.mul (h1.sub h2)).continuousAt h3.continuousAt
      (by positivity)
  rw [← sOverlap_diag ha.ne' R, sOverlap_eq_sinc ha.ne' ha.ne']
  refine Tendsto.congr' ?_ (hg.tendsto.mono_left nhdsWithin_le_nhds)
  filter_upwards [self_mem_nhdsWithin, nhdsWithin_le_nhds (Ioi_mem_nhds ha)] with b hb hb0
  have hne : a ≠ b := fun h => hb h.symm
  have hpos : 0 < b := hb0
  rw [sin_div_eq (sub_ne_zero.mpr hne), sin_div_eq (add_pos ha hpos).ne', mul_sub]
```

The filter `𝓝[≠] a` expresses that $b$ approaches $a$ from either side without being equal to it. The theorem says that the off-diagonal closed form then tends to the diagonal expression, for positive $a$ and any real $R$.

The facts `h1`, `h2` and `h3` record the continuity of the two `sinc` terms and of the denominator. They combine into `hg`, the continuity at $b=a$ of the formula in terms of `sinc`; the denominator there is $2a^2>0$. The proof then rewrites the claimed limit as the value of that formula at $b=a$, using the two overlap theorems. What is left is to show that the formulas with `sinc` and with quotients agree close to $a$. The `filter_upwards` step restricts attention to $b\neq a$ with $b>0$, which makes $a-b$ and $a+b$ nonzero, and `sin_div_eq` then converts one form into the other.

## Zero wave number and nodes at the edge

```lean
/-- The overlap of an s-wave of nonzero wave number with the wave of zero wave number. -/
theorem sOverlap_zero {a : ℝ} (ha : a ≠ 0) (R : ℝ) :
    sOverlap R a 0 = (sin (a * R) - a * R * cos (a * R)) / a ^ 3 := by
  have key : ∀ r : ℝ, sinc (a * r) * sinc (0 * r) * r ^ 2 = r * sin (a * r) / a := by
    intro r
    rw [zero_mul, Real.sinc_zero, eq_div_iff ha, ← mul_sinc_eq_sin (a * r)]
    ring
  have hd : ∀ r ∈ Set.uIcc 0 R, HasDerivAt
      (fun x : ℝ => (sin (a * x) - a * x * cos (a * x)) / a ^ 3) (r * sin (a * r) / a) r := by
    intro r _
    have h1 : HasDerivAt (fun x : ℝ => a * x) a r := by
      simpa using (hasDerivAt_id' r).const_mul a
    refine ((h1.sin.fun_sub (h1.fun_mul h1.cos)).div_const (a ^ 3)).congr_deriv ?_
    rw [div_eq_div_iff (pow_ne_zero 3 ha) ha]
    ring
  have hi : Continuous fun r : ℝ => r * sin (a * r) / a := by fun_prop
  simp only [sOverlap, key]
  rw [intervalIntegral.integral_eq_sub_of_hasDerivAt hd (hi.intervalIntegrable _ _)]
  simp
```

A plane wave with $\mathbf k+\mathbf G=0$ has wave number zero, and the general formula, with $ab$ in its denominator, doesn't apply. The step `key` simplifies the integrand to $r\sin(ar)/a$. Where the derivation integrated by parts, the proof supplies the resulting antiderivative $(\sin(ax)-ax\cos(ax))/a^3$ and checks its derivative: the two terms $a\cos(ax)$ cancel, and $a^2x\sin(ax)/a^3$ remains. The case in which both wave numbers are zero is excluded by `ha`.

```lean
/-- Two s-waves of distinct positive wave numbers that both satisfy `sin(kR) = 0`
have zero overlap inside radius `R`. -/
theorem sOverlap_eq_zero_of_nodes {R a b : ℝ} (ha : 0 < a) (hb : 0 < b) (hab : a ≠ b)
    (hna : sin (a * R) = 0) (hnb : sin (b * R) = 0) : sOverlap R a b = 0 := by
  rw [sOverlap_eq_sinc ha.ne' hb.ne', mul_sub, ← sin_div_eq (sub_ne_zero.mpr hab),
    ← sin_div_eq (add_pos ha hb).ne', sub_mul a b R, add_mul a b R, sin_sub, sin_add, hna, hnb]
  simp

end

end SquareWellPseudopotential
```

The hypotheses `hna` and `hnb` are the boundary condition of an impenetrable sphere of radius `R`, where the wave must vanish at the surface. The proof writes the overlap with quotients, expands $\sin((a-b)R)$ and $\sin((a+b)R)$ by the addition formulas, and inserts the two zeros. Every term then contains a vanishing factor. For the square well, this means that it doesn't couple two different s-states of a particle confined to a sphere whose radius is that of the well: inside the sphere the potential is a constant, and the states are orthogonal.

```lean
#print axioms SquareWellPseudopotential.wellElement_eq
-- 'SquareWellPseudopotential.wellElement_eq' depends on axioms: [propext, Classical.choice, Quot.sound]
#print axioms SquareWellPseudopotential.tendsto_diag
-- 'SquareWellPseudopotential.tendsto_diag' depends on axioms: [propext, Classical.choice, Quot.sound]
#print axioms SquareWellPseudopotential.sOverlap_zero
-- 'SquareWellPseudopotential.sOverlap_zero' depends on axioms: [propext, Classical.choice, Quot.sound]
#print axioms SquareWellPseudopotential.sOverlap_eq_zero_of_nodes
-- 'SquareWellPseudopotential.sOverlap_eq_zero_of_nodes' depends on axioms: [propext, Classical.choice, Quot.sound]
```
